# A plane wave times $e^{-a|x-A|^2}$ is a constant times a complex-centred Gaussian with integral $(\pi/a)^{n/2}$

To compute the overlap of an s-type Gaussian with a plane wave, I move the phase into the centre of the Gaussian and then use the integral formula for a real centre. With exponent $a>0$, real centre $A\in\mathbb{R}^n$ and wave vector $k\in\mathbb{R}^n$, the new centre is $C=A+ik/(2a)$, and the step reads

$$e^{ik\cdot x}\,e^{-a|x-A|^2}=e^{ik\cdot A-k\cdot k/(4a)}\,e^{-a\sum_j(x_j-C_j)^2}.$$

I then take the integral of the last factor over $\mathbb{R}^n$ to be $(\pi/a)^{n/2}$, as if $C$ were real. But $x$ stays real while $C$ doesn't, so a real change of variable can't remove the centre. Can both parts be made rigorous, and checked by machine in Lean?

## Both parts hold, and the integral is the same for every complex centre

Yes. The factorisation is algebra in each coordinate, and the integral does not depend on $C\in\mathbb{C}^n$ at all. Write

$$G_C(x)=\exp\Big(-a\sum_j(x_j-C_j)^2\Big),\qquad N=e^{ik\cdot A-k\cdot k/(4a)},$$

with coordinates numbered $j=0,\dots,n-1$, as in Lean.

### Completing the square with an imaginary shift

Set $q_j=k_j/(2a)$, so that $C_j=A_j+iq_j$. Expanding the square gives

$$\begin{aligned}
-a(x_j-C_j)^2&=-a(x_j-A_j-iq_j)^2\\
&=-a(x_j-A_j)^2+2iaq_j(x_j-A_j)+aq_j^2\\
&=-a(x_j-A_j)^2+ik_j(x_j-A_j)+\frac{k_j^2}{4a}.
\end{aligned}$$

Rearranged, this is

$$ik_jx_j-a(x_j-A_j)^2=ik_jA_j-\frac{k_j^2}{4a}-a(x_j-C_j)^2.$$

Summing over $j$ and exponentiating gives the factorisation, with the constant $N$ in front of $G_C$.

### Moving the centre off the real axis leaves the integral unchanged

In one dimension, let the centre be $p+iq$ with $p,q$ real. A real translation removes $p$, which leaves

$$F(q)=\int_{-\infty}^{\infty}e^{-a(t-iq)^2}\,dt.$$

The integrand satisfies

$$\frac{\partial}{\partial q}e^{-a(t-iq)^2}=2ia(t-iq)e^{-a(t-iq)^2}=-i\,\frac{\partial}{\partial t}e^{-a(t-iq)^2}.$$

For $|q|\le Q$ this derivative is bounded by $2a(|t|+Q)e^{aQ^2}e^{-at^2}$, which is integrable, so we may differentiate under the integral. Then $F'(q)$ is $-i$ times a boundary term. That term vanishes because $|e^{-a(t-iq)^2}|=e^{aq^2}e^{-at^2}$ tends to zero at both ends. Hence $F(q)=F(0)$. In polar coordinates,

$$F(0)^2=\int_0^\infty 2\pi r\,e^{-ar^2}\,dr=\frac{\pi}{a},$$

and $F(0)>0$, so $F(q)=(\pi/a)^{1/2}$.

In $n$ dimensions $G_C$ is a product of absolutely integrable functions of one coordinate each. By Fubini's theorem its integral is the product of $n$ equal factors:

$$\int_{\mathbb{R}^n}G_C(x)\,dx=\Big(\frac{\pi}{a}\Big)^{n/2},\qquad
\int_{\mathbb{R}^n}e^{ik\cdot x}e^{-a|x-A|^2}\,dx=N\Big(\frac{\pi}{a}\Big)^{n/2}.$$

### What the real and imaginary parts of the centre mean

Given any $C\in\mathbb{C}^n$, choose $A=\operatorname{Re}C$ and $k=2a\operatorname{Im}C$. Then $A+ik/(2a)=C$, so every complex centre describes a position and a wave vector.

For the modulus, $\operatorname{Re}(x_j-C_j)^2=(x_j-\operatorname{Re}C_j)^2-(\operatorname{Im}C_j)^2$, and therefore

$$|G_C(x)|=e^{a\sum_j(\operatorname{Im}C_j)^2}\,e^{-a\sum_j(x_j-\operatorname{Re}C_j)^2}.$$

When $C=A+ik/(2a)$, the first factor is $e^{k\cdot k/(4a)}$. It cancels $|N|=e^{-k\cdot k/(4a)}$, as it must, since a plane wave has modulus one.

### No other centre works for the same exponent

Suppose $N\,G_C(x)=c\,G_D(x)$ for all real $x$, with some constant $c$ and some centre $D$. Let $e_j$ be the unit vector along axis $j$. Since $(t-C_j)^2=C_j^2+t^2-2tC_j$,

$$G_C(te_j)=e^{-at^2}e^{2atC_j}G_C(0),$$

and likewise for $D$. At $x=0$ the assumption gives $N\,G_C(0)=c\,G_D(0)$, and this number is nonzero. Dividing the equation at $te_j$ by it and by $e^{-at^2}$ leaves

$$e^{2atC_j}=e^{2atD_j}\quad\text{for all real }t.$$

At a single $t$ this would fix the exponents only up to multiples of $2\pi i$. Differentiating at $t=0$ gives $2aC_j=2aD_j$, hence $C_j=D_j$.

## The Lean file

```lean
import Mathlib

open MeasureTheory Complex

namespace ComplexCentreGaussian

noncomputable section

variable {n : ℕ}

/-- The Gaussian `exp(-a ∑ (x_j - C_j)²)` on real space with a complex centre `C`. -/
def gaussian (a : ℝ) (C : Fin n → ℂ) (x : Fin n → ℝ) : ℂ :=
  cexp (-(a : ℂ) * ∑ j, ((x j : ℂ) - C j) ^ 2)

/-- The plane wave `exp(i k·x)` times the Gaussian `exp(-a |x - A|²)` with real centre `A`. -/
def planeWaveGaussian (a : ℝ) (k A x : Fin n → ℝ) : ℂ :=
  cexp (I * ∑ j, (k j : ℂ) * x j) * cexp (-(a : ℂ) * ∑ j, ((x j : ℂ) - A j) ^ 2)

/-- The complex centre `C = A + i k / (2a)`. -/
def complexCentre (a : ℝ) (k A : Fin n → ℝ) : Fin n → ℂ :=
  fun j => (A j : ℂ) + I * ((k j : ℂ) / (2 * a))

/-- The constant `exp(i k·A - k·k / (4a))`. -/
def prefactor (a : ℝ) (k A : Fin n → ℝ) : ℂ :=
  cexp (∑ j, (I * ((k j : ℂ) * A j) - (k j : ℂ) ^ 2 / (4 * a)))

/-- A plane wave times a Gaussian with a real centre is a constant times a Gaussian
with the complex centre `A + i k / (2a)`. -/
theorem planeWaveGaussian_eq {a : ℝ} (ha : 0 < a) (k A x : Fin n → ℝ) :
    planeWaveGaussian a k A x = prefactor a k A * gaussian a (complexCentre a k A) x := by
  have ha' : (a : ℂ) ≠ 0 := by exact_mod_cast ha.ne'
  unfold planeWaveGaussian prefactor gaussian complexCentre
  rw [← Complex.exp_add, ← Complex.exp_add, Finset.mul_sum, Finset.mul_sum, Finset.mul_sum,
    ← Finset.sum_add_distrib, ← Finset.sum_add_distrib]
  congr 1
  refine Finset.sum_congr rfl fun j _ => ?_
  -- complete the square in one coordinate, with `k = 2 a q`
  obtain ⟨q, hq⟩ : ∃ q : ℂ, (k j : ℂ) = 2 * a * q := ⟨(k j : ℂ) / (2 * a), by field_simp⟩
  have e1 : 2 * (a : ℂ) * q / (2 * a) = q := by field_simp
  have e2 : (2 * (a : ℂ) * q) ^ 2 / (4 * a) = a * q ^ 2 := by
    rw [div_eq_iff (mul_ne_zero (by norm_num : (4 : ℂ) ≠ 0) ha')]
    ring
  rw [hq, e1, e2]
  linear_combination ((a : ℂ) * q ^ 2) * Complex.I_sq

/-- In one dimension the integral of `exp(-a (t - c)²)` over the real line is `(π/a)^(1/2)`
for every complex centre `c`. -/
theorem integral_gaussian_one_dim {a : ℝ} (ha : 0 < a) (c : ℂ) :
    ∫ t : ℝ, cexp (-(a : ℂ) * ((t : ℂ) - c) ^ 2) = (((Real.pi / a) ^ (1 / 2 : ℝ) : ℝ) : ℂ) := by
  have ha' : (a : ℂ) ≠ 0 := by exact_mod_cast ha.ne'
  have h := integral_cexp_quadratic (b := -(a : ℂ)) (by simpa using ha)
    (2 * a * c) (-(a : ℂ) * c ^ 2)
  have e : -(a : ℂ) * c ^ 2 - (2 * a * c) ^ 2 / (4 * -(a : ℂ)) = 0 := by
    rw [sub_eq_zero,
      eq_div_iff (mul_ne_zero (by norm_num : (4 : ℂ) ≠ 0) (neg_ne_zero.mpr ha'))]
    ring
  rw [e, Complex.exp_zero, mul_one, neg_neg] at h
  have hpos : 0 ≤ Real.pi / a := by positivity
  rw [Complex.ofReal_cpow hpos]
  push_cast
  rw [← h]
  congr 1
  funext t
  congr 1
  ring

/-- The integral of `exp(-a ∑ (x_j - C_j)²)` over `ℝⁿ` is `(π/a)^(n/2)` for every
complex centre `C`. -/
theorem integral_gaussian_complex_centre {a : ℝ} (ha : 0 < a) (C : Fin n → ℂ) :
    ∫ x : Fin n → ℝ, gaussian a C x = (((Real.pi / a) ^ ((n : ℝ) / 2) : ℝ) : ℂ) := by
  -- the Gaussian is a product of functions of one coordinate each
  have h : ∀ x : Fin n → ℝ,
      gaussian a C x = ∏ j, cexp (-(a : ℂ) * ((x j : ℂ) - C j) ^ 2) := by
    intro x
    rw [gaussian, Finset.mul_sum, Complex.exp_sum]
  have hpos : 0 ≤ Real.pi / a := by positivity
  have e : (1 / 2 : ℝ) * (n : ℝ) = (n : ℝ) / 2 := by ring
  simp_rw [h]
  rw [integral_fintype_prod_volume_eq_prod
    (fun (j : Fin n) (t : ℝ) => cexp (-(a : ℂ) * ((t : ℂ) - C j) ^ 2))]
  simp_rw [integral_gaussian_one_dim ha]
  rw [Finset.prod_const, Finset.card_univ, Fintype.card_fin, ← Complex.ofReal_pow,
    ← Real.rpow_natCast, ← Real.rpow_mul hpos, e]

/-- The integral of a plane wave times a Gaussian over `ℝⁿ` is
`exp(i k·A - k·k / (4a)) (π/a)^(n/2)`. -/
theorem integral_planeWaveGaussian {a : ℝ} (ha : 0 < a) (k A : Fin n → ℝ) :
    ∫ x : Fin n → ℝ, planeWaveGaussian a k A x =
      prefactor a k A * (((Real.pi / a) ^ ((n : ℝ) / 2) : ℝ) : ℂ) := by
  simp_rw [planeWaveGaussian_eq ha]
  rw [integral_const_mul, integral_gaussian_complex_centre ha]

/-- Every complex vector `C` is the complex centre belonging to the real centre `Re C` and
the wave vector `2a Im C`. -/
theorem complexCentre_re_im {a : ℝ} (ha : 0 < a) (C : Fin n → ℂ) :
    complexCentre a (fun j => 2 * a * (C j).im) (fun j => (C j).re) = C := by
  have ha' : (a : ℂ) ≠ 0 := by exact_mod_cast ha.ne'
  funext j
  have e : ((2 * a * (C j).im : ℝ) : ℂ) / (2 * a) = ((C j).im : ℂ) := by
    push_cast
    field_simp
  simp only [complexCentre]
  rw [e, mul_comm I]
  exact Complex.re_add_im (C j)

/-- The modulus of a Gaussian with complex centre `C` is `exp(a ∑ (Im C_j)²)` times the
Gaussian with real centre `Re C`. -/
theorem norm_gaussian (a : ℝ) (C : Fin n → ℂ) (x : Fin n → ℝ) :
    ‖gaussian a C x‖ =
      Real.exp (a * ∑ j, (C j).im ^ 2) * Real.exp (-a * ∑ j, (x j - (C j).re) ^ 2) := by
  have h : ∀ j, (((x j : ℂ) - C j) ^ 2).re = (x j - (C j).re) ^ 2 - (C j).im ^ 2 := by
    intro j
    simp only [pow_two, Complex.mul_re, Complex.sub_re, Complex.sub_im, Complex.ofReal_re,
      Complex.ofReal_im]
    ring
  rw [gaussian, Complex.norm_exp, ← Real.exp_add, ← Complex.ofReal_neg, Complex.re_ofReal_mul,
    Complex.re_sum]
  simp_rw [h]
  rw [Finset.sum_sub_distrib]
  congr 1
  ring

/-- Moving from the origin by `t` along axis `j` multiplies the Gaussian by
`exp(-a t²) exp(2 a t C_j)`. -/
theorem gaussian_single (a : ℝ) (C : Fin n → ℂ) (j : Fin n) (t : ℝ) :
    gaussian a C (Pi.single j t) =
      cexp (-(a : ℂ) * t ^ 2) * cexp (t * (2 * a * C j)) * gaussian a C 0 := by
  have h : ∀ i, (((Pi.single j t : Fin n → ℝ) i : ℂ) - C i) ^ 2 =
      (((0 : Fin n → ℝ) i : ℂ) - C i) ^ 2 +
        (if i = j then (t : ℂ) ^ 2 - 2 * t * C j else 0) := by
    intro i
    by_cases hij : i = j
    · subst hij
      rw [Pi.single_eq_same, if_pos rfl, Pi.zero_apply, Complex.ofReal_zero]
      ring
    · rw [Pi.single_eq_of_ne hij, if_neg hij, Pi.zero_apply, add_zero]
  unfold gaussian
  rw [Finset.sum_congr rfl fun i _ => h i, Finset.sum_add_distrib, Finset.sum_ite_eq',
    if_pos (Finset.mem_univ j), ← Complex.exp_add, ← Complex.exp_add]
  congr 1
  ring

/-- If a plane wave times a Gaussian is a constant multiple of a Gaussian with the same
exponent and centre `D`, then `D = A + i k / (2a)`. -/
theorem complexCentre_unique {a : ℝ} (ha : 0 < a) (k A : Fin n → ℝ) (D : Fin n → ℂ) (c : ℂ)
    (h : ∀ x, planeWaveGaussian a k A x = c * gaussian a D x) :
    D = complexCentre a k A := by
  have ha' : (a : ℂ) ≠ 0 := by exact_mod_cast ha.ne'
  funext j
  have h0 := h 0
  rw [planeWaveGaussian_eq ha] at h0
  -- along axis `j` the two exponentials agree
  have key : ∀ t : ℝ, cexp (t * (2 * a * complexCentre a k A j)) = cexp (t * (2 * a * D j)) := by
    intro t
    have hs := h (Pi.single j t)
    rw [planeWaveGaussian_eq ha, gaussian_single, gaussian_single] at hs
    have hne : cexp (-(a : ℂ) * t ^ 2) *
        (prefactor a k A * gaussian a (complexCentre a k A) 0) ≠ 0 :=
      mul_ne_zero (Complex.exp_ne_zero _)
        (mul_ne_zero (Complex.exp_ne_zero _) (Complex.exp_ne_zero _))
    apply mul_left_cancel₀ hne
    linear_combination hs - cexp (-(a : ℂ) * t ^ 2) * cexp (t * (2 * a * D j)) * h0
  -- so their derivatives at the origin agree
  have hd : ∀ u : ℂ, HasDerivAt (fun t : ℝ => cexp ((t : ℂ) * u)) u 0 := by
    intro u
    have h1 := (((hasDerivAt_id (0 : ℝ)).ofReal_comp).mul_const u).cexp
    simpa using h1
  have h1 := hd (2 * a * complexCentre a k A j)
  rw [funext key] at h1
  exact mul_left_cancel₀ (mul_ne_zero two_ne_zero ha') ((hd (2 * a * D j)).unique h1)

end

end ComplexCentreGaussian
```

```lean
#print axioms ComplexCentreGaussian.integral_planeWaveGaussian
#print axioms ComplexCentreGaussian.complexCentre_re_im
#print axioms ComplexCentreGaussian.norm_gaussian
#print axioms ComplexCentreGaussian.complexCentre_unique
```

```
'ComplexCentreGaussian.integral_planeWaveGaussian' depends on axioms: [propext, Classical.choice, Quot.sound]
'ComplexCentreGaussian.complexCentre_re_im' depends on axioms: [propext, Classical.choice, Quot.sound]
'ComplexCentreGaussian.norm_gaussian' depends on axioms: [propext, Classical.choice, Quot.sound]
'ComplexCentreGaussian.complexCentre_unique' depends on axioms: [propext, Classical.choice, Quot.sound]
```

## How the Lean statements describe the physics

A point of space is a function `Fin n → ℝ`, that is, a list of $n$ real coordinates, and the integrals use Lebesgue measure. The dimension is any natural number. For $n=0$ space is a single point and both sides of the integral formula equal one.

The definitions follow the symbols above:

- `gaussian a C x` is $G_C(x)$. Its exponent contains the analytic square $(x_j-C_j)^2$, not the squared modulus $|x_j-C_j|^2$.
- `planeWaveGaussian a k A x` is $e^{ik\cdot x}e^{-a|x-A|^2}$, with the scalar product and the squared distance written as sums over coordinates.
- `complexCentre a k A` is $A+ik/(2a)$. The sign belongs to the convention $e^{+ik\cdot x}$; for $e^{-ik\cdot x}$ one replaces $k$ by $-k$.
- `prefactor a k A` is $N$.

The hypothesis `0 < a` says that the Gaussian decays, so that it describes a localised function. The vectors `k` and `A` are arbitrary real vectors.

The two parts of your question are `planeWaveGaussian_eq`, which holds at every real point `x`, and `integral_gaussian_complex_centre`, which holds for every complex vector `C`. In the latter, the power $(\pi/a)^{n/2}$ is taken in the real numbers and then regarded as complex, so it is the positive root and no branch has to be chosen. Lean assigns the value zero to the integral of a non-integrable function, so the nonzero right-hand side also rules out divergence.

`integral_planeWaveGaussian` combines the two. `complexCentre_re_im` says that every complex centre arises from a real centre and a wave vector, and `norm_gaussian` gives the modulus. `complexCentre_unique` is a converse to the factorisation `planeWaveGaussian_eq`: it assumes the same exponent `a` on both sides, allows any complex constant `c`, and concludes that `D` is the centre $A+ik/(2a)$.

The functions are unnormalised. The squared $L^2$ norm of the plane-wave Gaussian is $(\pi/(2a))^{n/2}$, so the normalised function carries an extra factor $(2a/\pi)^{n/4}$ and its integral is $N\,(2\pi/a)^{n/4}$.

In electronic structure, the result applies to overlaps of s-type primitives with plane waves, and to s-type London orbitals, whose phase in a uniform magnetic field is linear in position. It treats one Gaussian with a real exponent. The Gaussian product theorem in its usual form, which merges two Gaussians on different centres, is a separate identity, and polynomial factors and Coulomb integrals need further work.

### Euclidean space as the alternative model

The points could have been elements of `EuclideanSpace ℝ (Fin n)`, whose norm is the usual length. The real-centred factor would then read literally as $e^{-a\|x-A\|^2}$, whereas the norm that Mathlib puts on `Fin n → ℝ` is the largest coordinate modulus, which is why the file writes out the sum. The price would be an additional step identifying Euclidean space with coordinate lists before the integral could be split into one-dimensional ones.

In the complex-centred factor, a squared norm could still not replace the sum. The norm on complex Euclidean space gives $\sum_j|x_j-C_j|^2$, which is real, so the right-hand side would have a constant phase and the factorisation would fail whenever $k\neq0$.

## How the proofs follow the derivation

**Factorisation.** `planeWaveGaussian_eq` merges the exponentials on each side with `Complex.exp_add` and collects the exponents into a single sum. `Finset.sum_congr` then reduces the claim to one coordinate. There the proof writes $k_j=2aq$, which clears the denominators, and the closing `linear_combination` is the expansion of the square together with $i^2=-1$.

**The integral in one dimension.** `integral_gaussian_one_dim` takes a different route from the differentiation in $q$ above. With $c$ now denoting the complex centre, it applies Mathlib's `integral_cexp_quadratic`, the integral of the exponential of a general quadratic, to

$$-a(t-c)^2=-at^2+2act-ac^2.$$

That formula produces a factor $\exp\big(-ac^2+(2ac)^2/(4a)\big)$. The step named `e` shows that this exponent is zero, so the dependence on $c$ disappears.

**The integral in $n$ dimensions.** `integral_gaussian_complex_centre` first turns the exponential of a sum into a product. `integral_fintype_prod_volume_eq_prod` supplies the Fubini step, and the $n$ equal factors $(\pi/a)^{1/2}$ are multiplied together. `integral_planeWaveGaussian` then rewrites the integrand by the factorisation and takes the constant out of the integral.

**Real and imaginary parts.** `complexCentre_re_im` cancels $2a$ in each coordinate and reassembles $C_j$ from its two parts. `norm_gaussian` uses $|e^z|=e^{\operatorname{Re}z}$ through `Complex.norm_exp`. Its inner statement `h` is the formula for $\operatorname{Re}(x_j-C_j)^2$.

**Uniqueness of the centre.** The point $te_j$ is `Pi.single j t`. `gaussian_single` proves the formula for $G_C(te_j)$ by noting that only the term with index $j$ differs from its value at the origin. In `complexCentre_unique`, `h0` is the assumed equation at the origin, and `key` is the equality of the two exponentials for every real $t$, obtained by cancelling the nonzero common factor. The statement `hd` says that $t\mapsto e^{tu}$ has derivative $u$ at zero. Because a derivative is unique, the two values of $u$ agree, and cancelling $2a$ gives the centre.
